# A symmetric, strictly contracting RPA amplitude matrix $T$ has exactly one positive definite $X$ for which the modes $X$, $Y=TX$ are normalised

## If I only have $T$, which $X$ belongs to it?

In an RPA calculation on a molecule with real orbitals, each excitation mode has an excitation part and a de-excitation part. I collect them as columns of two square matrices $X$ and $Y$. My code never diagonalises the RPA problem. It solves the ring coupled-cluster equations and returns the amplitude matrix $T$, which links the two parts by $Y=TX$.

Now I need normalised modes, and $T$ only gives me $Y$ once $X$ is known. A colleague told me to "take the positive definite $X$". Is there always one, and only one? And if I take it, are its columns the excitation modes I would have got from the diagonalisation, or have I lost something?

## One positive definite $X$, and an orthogonal mixing left open

There is exactly one, provided that $T$ is symmetric and makes every nonzero vector strictly shorter. Its columns need not be the individual excitation modes: $T$ and the normalisation fix $X$ only up to an orthogonal mixing of the columns, and positive definiteness picks one member of that family. For finite RPA or adiabatic linear-response TDDFT problems with real orbitals, this separates what the amplitudes determine from what still has to come from the response matrices.

### From the normalisation to a matrix square root

The normalisation conditions are

$$X^TX-Y^TY=1,\qquad X^TY=Y^TX .$$

The first makes the modes orthonormal in the indefinite RPA metric. The second makes them orthogonal to their partners at negative frequency, in which $X$ and $Y$ are exchanged.

Put $M=1-T^2$. For $v\neq0$ and symmetric $T$,

$$v^TMv=v^Tv-(Tv)^T(Tv)>0,$$

so $M$ is positive definite. Now insert $Y=TX$:

$$X^TX-Y^TY=X^TX-X^TT^TTX=X^TMX .$$

The second condition reads $X^TTX=X^TT^TX$ and holds automatically. Normalisation is therefore the single equation $X^TMX=1$: the columns of $X$ are orthonormal in the positive definite metric $M$.

If $X$ is positive definite, it is symmetric, and the equation becomes $X(MX)=1$. For square matrices a one-sided inverse is two-sided, so this is equivalent to $(MX)X=1$, that is, $MX^2=1$. Hence $X$ must be a positive square root of $M^{-1}$.

*Existence.* Diagonalise $M=U\,\mathrm{diag}(m_i)\,U^T$ with $U$ orthogonal and all $m_i>0$, and take $X=U\,\mathrm{diag}(m_i^{-1/2})\,U^T$.

*Uniqueness.* Let $X$ and $Z$ be positive definite with $X^2=Z^2$, and let $Xu=xu$ with $x>0$. Then $(Z+x)(Z-x)u=(Z^2-x^2)u=0$. Since $Z+x$ is invertible, $Zu=xu$. The eigenvectors $u$ of $X$ form a basis, so $Z=X$.

*The remaining freedom.* Let $X$ be any normalised solution, positive definite or not. If $O^TO=1$, then $(XO)^TM(XO)=O^TO=1$, so $XO$ is a solution too. Conversely, let $Z$ be a solution and set $O=X^TMZ$. From $X^TMX=1$ follows $XX^TM=1$, hence $XO=Z$, and then $O^TO=Z^TMZ=1$.

*Closure.* Put $P=XX^T$. Then $PM=1$, so $P=M^{-1}$ commutes with $T$, and

$$XX^T-YY^T=P-TPT=P(1-T^2)=1,\qquad XY^T=PT=TP=YX^T .$$

*Diagonal amplitudes.* If $T=\mathrm{diag}(t_i)$ with $t_i^2<1$, then $M^{-1}$ has the diagonal entries $1/(1-t_i^2)$, and its positive root is $X=\mathrm{diag}\big(1/\sqrt{1-t_i^2}\big)$.

### Two coupled excitations in numbers

Take

$$T=\frac{3}{10}\begin{pmatrix}1&1\\1&1\end{pmatrix},$$

with eigenvalue $3/5$ on $(1,1)$ and $0$ on $(1,-1)$. The metric $M$ has eigenvalues $16/25$ and $1$ on these vectors, so $X$ has eigenvalues $5/4$ and $1$:

$$X=\frac18\begin{pmatrix}9&1\\1&9\end{pmatrix},\qquad Y=TX=\frac38\begin{pmatrix}1&1\\1&1\end{pmatrix}.$$

Then

$$X^TX-Y^TY=\frac1{64}\begin{pmatrix}82&18\\18&82\end{pmatrix}-\frac1{64}\begin{pmatrix}18&18\\18&18\end{pmatrix}=1,$$

and $X^TY$ has all entries $15/32$, so it is symmetric, as the second condition demands.

Swapping the two columns of $X$ gives another normalised solution, $\frac18\begin{pmatrix}1&9\\9&1\end{pmatrix}$. It is symmetric as well, but its eigenvalues are $5/4$ and $-1$. Asking for a symmetric $X$ would thus leave a choice here; asking for a positive definite one does not.

### The same argument in Lean

```lean
import Mathlib

open Matrix
open scoped MatrixOrder

namespace RPAModesFromAmplitudes

variable {n : Type*} [Fintype n] [DecidableEq n]

/-- The modes with excitation part `X` and de-excitation part `Y` (one mode per column) are
normalised: `XᵀX - YᵀY = 1` and `XᵀY = YᵀX`. -/
def IsNormalised (X Y : Matrix n n ℝ) : Prop :=
  Xᵀ * X - Yᵀ * Y = 1 ∧ Xᵀ * Y = Yᵀ * X

/-- The amplitude matrix `T` strictly shortens every nonzero vector; the Euclidean lengths
are compared through their squares. -/
def IsStrictContraction (T : Matrix n n ℝ) : Prop :=
  ∀ v : n → ℝ, v ≠ 0 → (T *ᵥ v) ⬝ᵥ (T *ᵥ v) < v ⬝ᵥ v

/-- For a symmetric, strictly contracting amplitude matrix `T`, the metric `1 - T²` is
positive definite. -/
theorem metric_posDef {T : Matrix n n ℝ} (hT : Tᵀ = T) (hc : IsStrictContraction T) :
    (1 - T * T).PosDef := by
  rw [Matrix.posDef_iff_dotProduct_mulVec]
  constructor
  · show (1 - T * T)ᴴ = 1 - T * T
    rw [conjTranspose_eq_transpose_of_trivial, transpose_sub, transpose_one,
      transpose_mul, hT]
  · intro v hv
    have h := hc v hv
    -- the squared length of `T v` is the expectation value of `T²`
    have e : (T *ᵥ v) ⬝ᵥ (T *ᵥ v) = v ⬝ᵥ ((T * T) *ᵥ v) := by
      rw [← mulVec_mulVec, dotProduct_mulVec v T, ← mulVec_transpose, hT]
    rw [star_trivial, sub_mulVec, one_mulVec, dotProduct_sub, ← e]
    linarith

/-- For symmetric `T`, the modes `X`, `Y = TX` are normalised exactly when the columns of `X`
are orthonormal in the metric `1 - T²`. -/
theorem normalised_iff {T : Matrix n n ℝ} (hT : Tᵀ = T) (X : Matrix n n ℝ) :
    IsNormalised X (T * X) ↔ Xᵀ * (1 - T * T) * X = 1 := by
  have e : Xᵀ * X - (T * X)ᵀ * (T * X) = Xᵀ * (1 - T * T) * X := by
    rw [transpose_mul, hT]
    noncomm_ring
  have s : Xᵀ * (T * X) = (T * X)ᵀ * X := by
    rw [transpose_mul, hT, Matrix.mul_assoc]
  unfold IsNormalised
  rw [e]
  exact ⟨And.left, fun h => ⟨h, s⟩⟩

/-- For symmetric `T` and positive definite `X`, the modes `X`, `Y = TX` are normalised exactly
when `X²` is inverse to the metric `1 - T²`. -/
theorem posDef_normalised_iff {T X : Matrix n n ℝ} (hT : Tᵀ = T) (hX : X.PosDef) :
    IsNormalised X (T * X) ↔ (1 - T * T) * (X * X) = 1 := by
  have hXt : Xᵀ = X := by
    have h := hX.isHermitian.eq
    rwa [conjTranspose_eq_transpose_of_trivial] at h
  rw [normalised_iff hT, hXt, Matrix.mul_assoc, mul_eq_one_comm, Matrix.mul_assoc]

/-- Two positive definite matrices that both give normalised modes with the same symmetric
amplitude matrix `T` are equal. -/
theorem posDef_modes_unique {T X Z : Matrix n n ℝ} (hT : Tᵀ = T)
    (hX : X.PosDef) (hZ : Z.PosDef)
    (hXn : IsNormalised X (T * X)) (hZn : IsNormalised Z (T * Z)) : X = Z := by
  rw [posDef_normalised_iff hT hX] at hXn
  rw [posDef_normalised_iff hT hZ] at hZn
  -- both squares invert the same metric
  have hsq : X * X = Z * Z := left_inv_eq_right_inv (mul_eq_one_comm.mp hXn) hZn
  have hX0 : 0 ≤ X := Matrix.nonneg_iff_posSemidef.mpr hX.posSemidef
  have hZ0 : 0 ≤ Z := Matrix.nonneg_iff_posSemidef.mpr hZ.posSemidef
  -- positive square roots are unique
  rw [← CFC.sqrt_mul_self X hX0, hsq, CFC.sqrt_mul_self Z hZ0]

/-- Every real symmetric, strictly contracting amplitude matrix `T` has exactly one positive
definite `X` for which the modes `X`, `Y = TX` are normalised. -/
theorem existsUnique_posDef_modes {T : Matrix n n ℝ} (hT : Tᵀ = T)
    (hc : IsStrictContraction T) :
    ∃! X : Matrix n n ℝ, X.PosDef ∧ IsNormalised X (T * X) := by
  have hM := metric_posDef hT hc
  have hdet : IsUnit (1 - T * T).det := hM.det_pos.ne'.isUnit
  have hI0 : 0 ≤ (1 - T * T)⁻¹ := Matrix.nonneg_iff_posSemidef.mpr hM.inv.posSemidef
  -- take the positive square root of the inverse metric
  obtain ⟨X, hX0, hXX⟩ : ∃ X : Matrix n n ℝ, 0 ≤ X ∧ X * X = (1 - T * T)⁻¹ :=
    ⟨CFC.sqrt (1 - T * T)⁻¹, CFC.sqrt_nonneg _, CFC.sqrt_mul_sqrt_self _ hI0⟩
  have hinv : X * (X * (1 - T * T)) = 1 := by
    rw [← Matrix.mul_assoc, hXX, nonsing_inv_mul _ hdet]
  have hunit : IsUnit X := ⟨⟨X, X * (1 - T * T), hinv, mul_eq_one_comm.mp hinv⟩, rfl⟩
  have hX : X.PosDef :=
    (Matrix.nonneg_iff_posSemidef.mp hX0).posDef_iff_isUnit.mpr hunit
  have hn : IsNormalised X (T * X) := by
    rw [posDef_normalised_iff hT hX, hXX, mul_nonsing_inv _ hdet]
  exact ⟨X, ⟨hX, hn⟩, fun Z hZ => posDef_modes_unique hT hZ.1 hX hZ.2 hn⟩

/-- Let `X`, `TX` be normalised modes with symmetric `T`. Then `Z`, `TZ` are normalised exactly when
`Z = XO` for some orthogonal matrix `O`, which mixes the modes among themselves. -/
theorem normalised_iff_rotation {T X : Matrix n n ℝ} (hT : Tᵀ = T)
    (hX : IsNormalised X (T * X)) (Z : Matrix n n ℝ) :
    IsNormalised Z (T * Z) ↔ ∃ O : Matrix n n ℝ, Oᵀ * O = 1 ∧ Z = X * O := by
  rw [normalised_iff hT] at hX ⊢
  have key : ∀ O : Matrix n n ℝ, (X * O)ᵀ * (1 - T * T) * (X * O) = Oᵀ * O := by
    intro O
    calc (X * O)ᵀ * (1 - T * T) * (X * O) = Oᵀ * (Xᵀ * (1 - T * T) * X) * O := by
          rw [transpose_mul]
          simp only [Matrix.mul_assoc]
      _ = Oᵀ * O := by rw [hX, Matrix.mul_one]
  constructor
  · intro hZ
    -- the orthogonal matrix is the overlap of the two sets of modes in the metric
    have hO : X * (Xᵀ * (1 - T * T) * Z) = Z := by
      rw [← Matrix.mul_assoc, mul_eq_one_comm.mp hX, Matrix.one_mul]
    refine ⟨Xᵀ * (1 - T * T) * Z, ?_, hO.symm⟩
    rw [← key, hO, hZ]
  · rintro ⟨O, hO, rfl⟩
    rw [key, hO]

/-- Normalised modes `X`, `Y = TX` with symmetric `T` obey the closure relations
`XXᵀ - YYᵀ = 1` and `XYᵀ = YXᵀ`. -/
theorem closure_relations {T X : Matrix n n ℝ} (hT : Tᵀ = T)
    (hX : IsNormalised X (T * X)) :
    X * Xᵀ - (T * X) * (T * X)ᵀ = 1 ∧ X * (T * X)ᵀ = (T * X) * Xᵀ := by
  rw [normalised_iff hT] at hX
  obtain ⟨P, hP⟩ : ∃ P, P = X * Xᵀ := ⟨_, rfl⟩
  have h1 : P * (1 - T * T) = 1 := by
    rw [hP, Matrix.mul_assoc]
    exact mul_eq_one_comm.mp hX
  have h2 : (1 - T * T) * P = 1 := mul_eq_one_comm.mp h1
  -- `P` inverts a polynomial in `T`, so it commutes with `T`
  have hcomm : T * P = P * T := by
    calc T * P = P * (1 - T * T) * (T * P) := by rw [h1, Matrix.one_mul]
      _ = P * T * ((1 - T * T) * P) := by noncomm_ring
      _ = P * T := by rw [h2, Matrix.mul_one]
  constructor
  · calc X * Xᵀ - (T * X) * (T * X)ᵀ = P - T * P * T := by
          rw [transpose_mul, hT, hP]
          noncomm_ring
      _ = P * (1 - T * T) := by
          rw [hcomm]
          noncomm_ring
      _ = 1 := h1
  · calc X * (T * X)ᵀ = P * T := by rw [transpose_mul, hT, hP, Matrix.mul_assoc]
      _ = T * P := hcomm.symm
      _ = (T * X) * Xᵀ := by rw [hP, Matrix.mul_assoc]

/-- For a diagonal amplitude matrix with entries `tᵢ`, `tᵢ² < 1`, the positive definite `X`
giving normalised modes is the diagonal matrix with entries `1 / √(1 - tᵢ²)`. -/
theorem diagonal_modes_iff {t : n → ℝ} (ht : ∀ i, t i ^ 2 < 1) (X : Matrix n n ℝ) :
    (X.PosDef ∧ IsNormalised X (diagonal t * X)) ↔
      X = diagonal (fun i => 1 / √(1 - t i ^ 2)) := by
  have hpos : ∀ i, 0 < √(1 - t i ^ 2) := fun i => Real.sqrt_pos.mpr (by linarith [ht i])
  have hD : (diagonal (fun i => 1 / √(1 - t i ^ 2))).PosDef :=
    Matrix.PosDef.diagonal (fun i => one_div_pos.mpr (hpos i))
  have key : ∀ a s : ℝ, s ≠ 0 → s * s = 1 - a ^ 2 →
      (1 - a * a) * (1 / s * (1 / s)) = 1 := by
    intro a s hs e
    have h : 1 - a * a = s * s := by rw [e]; ring
    rw [h]
    field_simp
  have hn : IsNormalised (diagonal (fun i => 1 / √(1 - t i ^ 2)))
      (diagonal t * diagonal (fun i => 1 / √(1 - t i ^ 2))) := by
    rw [posDef_normalised_iff (diagonal_transpose t) hD, diagonal_mul_diagonal,
      diagonal_mul_diagonal, ← diagonal_one, diagonal_sub, diagonal_mul_diagonal]
    congr 1
    funext i
    exact key _ _ (hpos i).ne' (Real.mul_self_sqrt (by linarith [ht i]))
  constructor
  · rintro ⟨hX, hXn⟩
    exact posDef_modes_unique (diagonal_transpose t) hX hD hXn hn
  · rintro rfl
    exact ⟨hD, hn⟩

end RPAModesFromAmplitudes
```

```lean
#print axioms RPAModesFromAmplitudes.existsUnique_posDef_modes
-- 'RPAModesFromAmplitudes.existsUnique_posDef_modes' depends on axioms: [propext, Classical.choice, Quot.sound]
#print axioms RPAModesFromAmplitudes.normalised_iff_rotation
-- 'RPAModesFromAmplitudes.normalised_iff_rotation' depends on axioms: [propext, Classical.choice, Quot.sound]
#print axioms RPAModesFromAmplitudes.closure_relations
-- 'RPAModesFromAmplitudes.closure_relations' depends on axioms: [propext, Classical.choice, Quot.sound]
#print axioms RPAModesFromAmplitudes.diagonal_modes_iff
-- 'RPAModesFromAmplitudes.diagonal_modes_iff' depends on axioms: [propext, Classical.choice, Quot.sound]
```

### What the statements say about the modes

The finite type `n` labels the particle-hole excitations, and it labels the modes too, so all matrices are square and real. `IsNormalised X Y` is the pair of conditions above, with one mode per column. There is no separate variable for $Y$ in the theorems; it appears as `T * X`. The symbol `ᵀ` is the transpose and has nothing to do with the amplitude matrix `T`.

`IsStrictContraction T` compares squared Euclidean lengths, written as dot products: `T *ᵥ v` is $Tv$, and `⬝ᵥ` is the dot product. Physically, it says that in any nonzero combination of modes the de-excitation part is smaller than the excitation part. The symmetry of the amplitudes is the hypothesis `Tᵀ = T`.

The main theorem, `existsUnique_posDef_modes`, says that under these two hypotheses there is exactly one `X` with `X.PosDef` and `IsNormalised X (T * X)`. In Mathlib, `PosDef` includes being Hermitian, which for real matrices means symmetric.

The other results answer the rest of your question:

- `normalised_iff_rotation` describes all normalised modes with the same symmetric $T$. They are the products $XO$ of one solution $X$ with the orthogonal matrices $O$, reflections and sign changes included.
- `closure_relations` gives the two closure identities for every normalised pair, whether or not $X$ is positive definite.
- `diagonal_modes_iff` states that, for diagonal $T$ with $t_i^2<1$, a matrix is positive definite and gives normalised modes exactly when it is the diagonal matrix found above.

The step left to the application is the link between $T$ and the RPA response matrices $A$ and $B$, which appear nowhere in these statements. That your solver has delivered a symmetric, strictly contracting $T$ must be established from them or checked on its output. They are also what selects the eigenmodes. Write the excitation parts of the eigenmodes as $Z=XO$, with $X$ the positive definite solution and $O$ orthogonal. The upper half of the RPA equations reads $(A+BT)Z=Z\Omega$, with $\Omega$ the diagonal matrix of excitation energies, so the missing factor $O$ is an orthogonal matrix that diagonalises $X^{-1}(A+BT)X$. Signs, the order of the modes and any mixing within a degenerate level remain free.

### How the lemmas divide the work

`metric_posDef` proves that $M$ is positive definite. Its auxiliary equation `e` turns the squared length of $Tv$ into $v^TT^2v$, and `linarith` then reads off positivity from the contraction hypothesis.

`normalised_iff` reduces normalisation to $X^TMX=1$: `e` rewrites the first condition, and `s` shows that the second always holds. `posDef_normalised_iff` extracts $X^T=X$ from positive definiteness and reaches $MX^2=1$. The step in which the factors change sides is `mul_eq_one_comm`, the fact that one-sided inverses of finite square matrices are two-sided.

In `posDef_modes_unique`, both squares are inverses of the same metric, hence equal, and the uniqueness of positive roots finishes the argument. For existence, `existsUnique_posDef_modes` takes the root of $M^{-1}$. This root is at first known only to be positive semidefinite. The equation `hinv` exhibits an inverse for it, and an invertible positive semidefinite matrix is positive definite.

`normalised_iff_rotation` uses the overlap $O=X^TMZ$ from the derivation, with `key` as the identity $(XO)^TM(XO)=O^TO$. In `closure_relations`, the commutation of $P$ with $T$ is obtained without inverting anything:

$$TP=PM\,TP=PT\,MP=PT ,$$

where the middle step uses that $M$ is a polynomial in $T$. `diagonal_modes_iff` verifies the proposed diagonal matrix entry by entry and gets the other direction from uniqueness.

### The square root behind existence and uniqueness

Both halves of the main theorem rely on `CFC.sqrt`, the square root from Mathlib's continuous functional calculus. For a positive semidefinite matrix it does what the diagonalisation above does: it keeps the eigenvectors and takes the root of each eigenvalue. No eigenbasis has to be written down in the proof.

The calculus speaks of nonnegative elements, so matrices need an order. `open scoped MatrixOrder` supplies the one in which `0 ≤ X` means that $X$ is positive semidefinite, not that its entries are nonnegative. The lemma `Matrix.nonneg_iff_posSemidef` translates between the two ways of speaking.

Three properties are then enough. `CFC.sqrt_nonneg` says that the root is nonnegative, and `CFC.sqrt_mul_sqrt_self` says that the root of a nonnegative matrix squares back to that matrix; together they supply the root needed for existence. `CFC.sqrt_mul_self` says that the root of $X^2$ is $X$ when $X$ is nonnegative, which gives uniqueness in one line:

$$X=\sqrt{X^2}=\sqrt{Z^2}=Z .$$

The column-swapped matrix from the numerical example shows the role of the sign condition. It has the same square as $X$, and the root of that square is $X$, not the swapped matrix.
